# The lower-band projector of a two-band Bloch Hamiltonian with identity term a cos k does not depend on a

The model is a non-interacting two-band one with Bloch Hamiltonian H(k) = a cos k + cos k σx + sin k σy, where a and k are real, and its lower band energy is a cos k − 1. The theorem `isLowerBandProjector_iff` says that a 2×2 complex matrix Q is Hermitian, idempotent and fixes exactly the vectors v with H(k)v = (a cos k − 1)v if and only if Q = (1 − cos k σx − sin k σy)/2. The attempt first checks that this explicit matrix, P, has the three properties. For uniqueness it takes any Q that has them too, derives QP = P and PQ = Q from the shared fixed vectors, and compares the adjoint of the first product with the second to get Q = P.

This version doesn't compile in Lean 4 with Mathlib:

```lean
import Mathlib

open Matrix

namespace IndirectGapNearsightedness

noncomputable section

/-- The Pauli matrix `σx`. -/
def sigmaX : Matrix (Fin 2) (Fin 2) ℂ := !![0, 1; 1, 0]

/-- The Pauli matrix `σy`. -/
def sigmaY : Matrix (Fin 2) (Fin 2) ℂ := !![0, -Complex.I; Complex.I, 0]

/-- The Bloch Hamiltonian `a cos k + cos k σx + sin k σy`. -/
def bloch (a k : ℝ) : Matrix (Fin 2) (Fin 2) ℂ :=
  ((a * Real.cos k : ℝ) : ℂ) • (1 : Matrix (Fin 2) (Fin 2) ℂ)
    + (Real.cos k : ℂ) • sigmaX + (Real.sin k : ℂ) • sigmaY

/-- The upper band energy `a cos k + 1`. -/
def upperBand (a k : ℝ) : ℝ := a * Real.cos k + 1

/-- The lower band energy `a cos k - 1`. -/
def lowerBand (a k : ℝ) : ℝ := a * Real.cos k - 1

/-- The matrix `(1 - cos k σx - sin k σy) / 2`. -/
def lowerProjector (k : ℝ) : Matrix (Fin 2) (Fin 2) ℂ :=
  (1 / 2 : ℂ) • ((1 : Matrix (Fin 2) (Fin 2) ℂ)
    - (Real.cos k : ℂ) • sigmaX - (Real.sin k : ℂ) • sigmaY)

/-- `Q` is the orthogonal projector onto the eigenvectors of the Bloch Hamiltonian
at the lower band energy. -/
structure IsLowerBandProjector (a k : ℝ) (Q : Matrix (Fin 2) (Fin 2) ℂ) : Prop where
  hermitian : Qᴴ = Q
  idem : Q * Q = Q
  fixed : ∀ v : Fin 2 → ℂ, Q *ᵥ v = v ↔ bloch a k *ᵥ v = (lowerBand a k : ℂ) • v

/-- The off-diagonal entries of the projector are pure phases, up to a factor `-1/2`. -/
theorem lowerProjector_eq (k : ℝ) : lowerProjector k =
    !![1 / 2, -Complex.exp (-(k * Complex.I)) / 2;
       -Complex.exp (k * Complex.I) / 2, 1 / 2] := by
  have h1 : Complex.exp (-(k * Complex.I))
      = Complex.cos k - Complex.sin k * Complex.I := by
    rw [← neg_mul, Complex.exp_mul_I, Complex.cos_neg, Complex.sin_neg]
    ring
  rw [h1, Complex.exp_mul_I]
  ext i j
  fin_cases i <;> fin_cases j <;>
    simp [lowerProjector, sigmaX, sigmaY] <;> ring

/-- The Bloch Hamiltonian is the upper band energy minus twice the projector. -/
theorem bloch_eq (a k : ℝ) : bloch a k =
    (upperBand a k : ℂ) • (1 : Matrix (Fin 2) (Fin 2) ℂ) - (2 : ℂ) • lowerProjector k := by
  unfold bloch upperBand lowerProjector
  push_cast
  module

/-- For every `a`, the projector onto the lower band is `(1 - cos k σx - sin k σy) / 2`
and no other matrix. -/
theorem isLowerBandProjector_iff (a k : ℝ) (Q : Matrix (Fin 2) (Fin 2) ℂ) :
    IsLowerBandProjector a k Q ↔ Q = lowerProjector k := by
  have hP : IsLowerBandProjector a k (lowerProjector k) := by
    refine ⟨?_, ?_, fun v => ?_⟩
    · unfold lowerProjector
      generalize Real.cos k = c
      generalize Real.sin k = s
      ext i j
      fin_cases i <;> fin_cases j <;>
        simp [sigmaX, sigmaY, Matrix.conjTranspose_apply, Matrix.one_apply]
    · have h : Complex.exp (-(k * Complex.I)) * Complex.exp (k * Complex.I) = 1 := by
        rw [← Complex.exp_add, neg_add_cancel, Complex.exp_zero]
      rw [lowerProjector_eq]
      generalize Complex.exp (-(k * Complex.I)) = u at h ⊢
      generalize Complex.exp (k * Complex.I) = w at h ⊢
      rw [Matrix.mul_fin_two]
      have e1 : (1 / 2 : ℂ) * (1 / 2) + -u / 2 * (-w / 2) = 1 / 2 := by
        linear_combination h / 4
      have e2 : (1 / 2 : ℂ) * (-u / 2) + -u / 2 * (1 / 2) = -u / 2 := by ring
      have e3 : -w / 2 * (1 / 2 : ℂ) + 1 / 2 * (-w / 2) = -w / 2 := by ring
      have e4 : -w / 2 * (-u / 2) + (1 / 2 : ℂ) * (1 / 2) = 1 / 2 := by
        linear_combination h / 4
      rw [e1, e2, e3, e4]
    · -- the eigenvalue equation is the fixed-point equation of the projector
      have h : bloch a k *ᵥ v - (lowerBand a k : ℂ) • v
          = (2 : ℂ) • (v - lowerProjector k *ᵥ v) := by
        rw [bloch_eq, Matrix.sub_mulVec, Matrix.smul_mulVec, Matrix.smul_mulVec,
          Matrix.one_mulVec]
        simp only [upperBand, lowerBand]
        push_cast
        module
      constructor
      · intro hv
        rw [hv, sub_self, smul_zero] at h
        exact sub_eq_zero.mp h
      · intro hv
        rw [hv, sub_self] at h
        exact (sub_eq_zero.mp ((smul_eq_zero.mp h.symm).resolve_left two_ne_zero)).symm
  have key : ∀ A B : Matrix (Fin 2) (Fin 2) ℂ, A * A = A →
      (∀ v : Fin 2 → ℂ, A *ᵥ v = v → B *ᵥ v = v) → B * A = A := by
    intro A B hA h
    ext i j
    exact congrFun (h (fun l => A l j)
      (by funext l; exact congrFun (congrFun hA l) j)) i
  constructor
  · intro hQ
    have h1 := key _ Q hP.idem fun v hv => (hQ.fixed v).mpr ((hP.fixed v).mp hv)
    have h2 := key Q _ hQ.idem fun v hv => (hP.fixed v).mpr ((hQ.fixed v).mp hv)
    -- the adjoint of the first product is the second product
    have h3 := congrArg Matrix.conjTranspose h1
    rw [Matrix.conjTranspose_mul, hP.hermitian, hQ.hermitian] at h3
    exact h2.symm.trans h3
  · rintro rfl
    exact hP

end

end IndirectGapNearsightedness
```

The compiler's answer:

```
Main.lean:64:4: error: unsolved goals
case refine_1.«1».«0»
a k : ℝ
Q : Matrix (Fin 2) (Fin 2) ℂ
c s : ℝ
⊢ -↑c + -(↑s * Complex.I) = -↑c - ↑s * Complex.I
Main.lean:69:58: warning: This simp argument is unused:
  Matrix.one_apply

Hint: Omit it from the simp argument list.
  [apply] simp [sigmaX, sigmaY, Matrix.conjTranspose_apply]

Note: This linter can be disabled with `set_option linter.unusedSimpArgs false`
```

This version goes through:

```diff
@@ -67,5 +67,6 @@
       ext i j
       fin_cases i <;> fin_cases j <;>
-        simp [sigmaX, sigmaY, Matrix.conjTranspose_apply, Matrix.one_apply]
+        simp [sigmaX, sigmaY, Matrix.conjTranspose_apply]
+      ring
     · have h : Complex.exp (-(k * Complex.I)) * Complex.exp (k * Complex.I) = 1 := by
         rw [← Complex.exp_add, neg_add_cancel, Complex.exp_zero]
```

The error is in the check that P is Hermitian. The proof compares Pᴴ and P entry by entry, with `c` and `s` standing for cos k and sin k, and leaves all four entries to `simp`. Three are closed, but in row 1, column 0 (counting from 0) this is left:

`-↑c + -(↑s * Complex.I) = -↑c - ↑s * Complex.I`

The two sides are equal, but the left adds a negative where the right subtracts. `simp` with the lemmas given doesn't bring them to the same form, so the goal stays open. The added `ring` runs on this one remaining goal and closes it, since it proves identities of commutative rings and treats subtraction as adding the negative.

The warning says only that `simp` never used `Matrix.one_apply`. Removing it is tidying and plays no part in the cure.
